# Intertwiners of a Jucys-Murphy triple satisfy the braid relation

Let s, t, X, Y, Z be elements of a ring with

s² = t² = 1, sts = tst, XY = YX,
Y = sXs + s, Z = tYt + t, sZ = Zs, tX = Xt.

Then F = s(X − Y) + 1 and G = t(Y − Z) + 1 satisfy FGF = GFG.

The relations hold in the group algebra of the symmetric group, which acts on many-particle spin functions by permuting the particles. There s = (k k+1) and t = (k+1 k+2) are neighbouring transpositions, and X is the Jucys-Murphy element (1 k) + … + (k−1 k); Y and Z are the next two. The joint eigenvalues of all the Jucys-Murphy elements label the standard Young tableaux. Applied to a joint eigenvector, F interchanges the eigenvalues of X and Y or gives zero. The braid relation says that two routes for reversing the eigenvalues of X, Y, Z agree.

## Collecting the differences on the right

First, Z commutes with X and Y. Since X commutes with t and Y,

XZ = tXYt + tX = tYXt + tX = ZX.

Since Z commutes with s and X, it commutes with Y = sXs + s.

Multiplying Y = sXs + s by s from either side gives

Xs = sY − 1, Ys = sX + 1,

and likewise Yt = tZ − 1, Zt = tY + 1. Put a = X − Y, b = Y − Z, c = a + b = X − Z. These commute, and

at = tc + 1, bs = sc + 1, cs = sb − 1, ct = ta − 1.

Hence

FG = s(at)b + sa + tb + 1 = st·cb + sc + tb + 1.

Multiply by s from the right. The terms become

st·cbs = st·csc + st·c = sts·bc,
scs = b − s,
tbs = ts·c + t,

so FGs = sts·bc + b + ts·c + t. Finally

FGF = (FGs)a + FG
= sts·abc + st·bc + ts·ac + (s + t)c + ab + 1.

Exchanging (s, a) with (t, b) turns FGF into GFG and leaves the right-hand side unchanged, because sts = tst.

## A vector with eigenvalues 0, 2, 4

Let v have X, Y, Z eigenvalues 0, 2, 4. Then a = b = −2 and c = −4, so both products give

FGFv = −16 stsv + 8 stv + 8 tsv − 4(s + t)v + 5v.

The first basis vector of the 6×6 matrices below is such a v, and its image is (5, −4, −4, 8, 8, −16), with eigenvalues 4, 2, 0.

## From one three-electron doublet to the other

Take s = (2 3), X = (1 2), Y = (1 3) + (2 3). The doublet function v = αβα − βαα has eigenvalues −1 and 1, so

Fv = v − 2sv = αβα + βαα − 2ααβ,

which has eigenvalues 1 and −1. The normalised functions are v/√2 and Fv/√6. On the spin functions of spin-1/2 particles, FGF built from the actual Jucys-Murphy elements vanishes, since a tableau with at most two rows never allows three consecutive numbers to be reversed. For permutations acting on internal-state functions, a non-zero FGF therefore needs at least three internal states per particle.

## The relations and the operator in Lean

```lean
import Mathlib

namespace IntertwinerBraid

variable {R : Type*} [Ring R]
```

The ring `R` is arbitrary and need not be commutative, so no dimension or representation is fixed.

```lean
/-- Two neighbouring transpositions `s`, `t` and three consecutive elements `X`, `Y`, `Z` of
Jucys-Murphy type, described by their algebraic relations. -/
structure JMTriple (s t X Y Z : R) : Prop where
  s_sq : s * s = 1
  t_sq : t * t = 1
  braid : s * t * s = t * s * t
  comm : X * Y = Y * X
  Y_eq : Y = s * X * s + s
  Z_eq : Z = t * Y * t + t
  sZ : s * Z = Z * s
  tX : t * X = X * t
```

`JMTriple` collects the relations as hypotheses. An application must still verify them for the actual sums of transpositions. The letters X, Y, Z are not Cartesian components.

```lean
/-- The intertwining operator `s (X - Y) + 1` built from a transposition `s` and two
elements `X`, `Y`. -/
def intertwiner (s X Y : R) : R := s * (X - Y) + 1
```

Thus F is `intertwiner s X Y` and G is `intertwiner t Y Z`, both unnormalised.

## Commutation and exchange rules

```lean
/-- In a Jucys-Murphy triple the third element commutes with the first two. -/
theorem third_commutes {s t X Y Z : R} (h : JMTriple s t X Y Z) :
    X * Z = Z * X ∧ Y * Z = Z * Y := by
  have xz : X * Z = Z * X := by
    calc X * Z = (X * t) * Y * t + X * t := by rw [h.Z_eq]; noncomm_ring
      _ = t * (X * Y) * t + t * X := by rw [← h.tX]; noncomm_ring
      _ = t * Y * (X * t) + t * X := by rw [h.comm]; noncomm_ring
      _ = Z * X := by rw [← h.tX, h.Z_eq]; noncomm_ring
  refine ⟨xz, ?_⟩
  calc Y * Z = s * X * (s * Z) + s * Z := by rw [h.Y_eq]; noncomm_ring
    _ = s * (X * Z) * s + Z * s := by rw [h.sZ]; noncomm_ring
    _ = (s * Z) * X * s + Z * s := by rw [xz]; noncomm_ring
    _ = Z * Y := by rw [h.sZ, h.Y_eq]; noncomm_ring
```

The two `calc` chains are the commutation arguments above; `noncomm_ring` regroups products without changing their order.

```lean
/-- If `s` is an involution and `Y = s X s + s`, then moving `X` or `Y` through `s` turns one into
the other, up to subtracting or adding `1`. -/
theorem exchange {s X Y : R} (hs : s * s = 1) (hY : Y = s * X * s + s) :
    X * s = s * Y - 1 ∧ Y * s = s * X + 1 := by
  constructor
  · have e : s * Y = (s * s) * X * s + s * s := by rw [hY]; noncomm_ring
    rw [e, hs, one_mul, add_sub_cancel_right]
  · have e : Y * s = s * X * (s * s) + s * s := by rw [hY]; noncomm_ring
    rw [e, hs, mul_one]
```

This lemma serves both pairs, (s, X, Y) and (t, Y, Z).

## The expansion and its symmetry

```lean
/-- Ordered expansion of a triple product: for an involution `s`, commuting `a`, `b` with sum `c`,
and the stated rules for moving them through `s` and `t`, all of `a`, `b`, `c` can be
collected to the right of the transpositions. -/
theorem triple_expansion {s t a b c : R} (hs : s * s = 1) (hab : a * b = b * a)
    (hc : c = a + b) (hat : a * t = t * c + 1) (hbs : b * s = s * c + 1)
    (hcs : c * s = s * b - 1) :
    (s * a + 1) * (t * b + 1) * (s * a + 1) =
      s * t * s * (a * b * c) + s * t * (b * c) + t * s * (a * c)
        + (s + t) * c + a * b + 1 := by
  have hac : a * c = c * a := by rw [hc, mul_add, add_mul, hab]
  have hbc : b * c = c * b := by rw [hc, mul_add, add_mul, hab]
  have h3 : b * c * a = a * b * c := by rw [mul_assoc, ← hac, ← mul_assoc, ← hab]
  -- the product of the first two factors
  have h1 : (s * a + 1) * (t * b + 1) = s * t * c * b + s * c + t * b + 1 := by
    calc (s * a + 1) * (t * b + 1) = s * (a * t) * b + s * a + t * b + 1 := by noncomm_ring
      _ = s * t * c * b + s * c + t * b + 1 := by rw [hat, hc]; noncomm_ring
  -- moving the last transposition to the left
  have h2 : (s * t * c * b + s * c + t * b + 1) * s
      = s * t * s * b * c + b + t * s * c + t := by
    calc (s * t * c * b + s * c + t * b + 1) * s
        = s * t * c * (b * s) + s * (c * s) + t * (b * s) + s := by noncomm_ring
      _ = s * t * (c * s) * c + s * t * c + s * (c * s) + t * (s * c + 1) + s := by
          rw [hbs]; noncomm_ring
      _ = s * t * s * b * c + (s * s) * b + t * s * c + t := by rw [hcs]; noncomm_ring
      _ = s * t * s * b * c + b + t * s * c + t := by rw [hs, one_mul]
  rw [h1]
  calc (s * t * c * b + s * c + t * b + 1) * (s * a + 1)
      = ((s * t * c * b + s * c + t * b + 1) * s) * a
        + (s * t * c * b + s * c + t * b + 1) := by noncomm_ring
    _ = s * t * s * (b * c * a) + s * t * (c * b) + t * s * (c * a) + t * (a + b)
        + s * c + b * a + 1 := by rw [h2]; noncomm_ring
    _ = _ := by rw [h3, ← hbc, ← hac, ← hc, ← hab]; noncomm_ring
```

Here `h1` is FG, `h2` is FGs, and the last `calc` adds the two contributions to FGF.

```lean
/-- The intertwining operators of a Jucys-Murphy triple satisfy the braid relation
`F G F = G F G`. -/
theorem intertwiner_braid {s t X Y Z : R} (h : JMTriple s t X Y Z) :
    intertwiner s X Y * intertwiner t Y Z * intertwiner s X Y =
      intertwiner t Y Z * intertwiner s X Y * intertwiner t Y Z := by
  obtain ⟨xz, yz⟩ := third_commutes h
  obtain ⟨xs, ys⟩ := exchange h.s_sq h.Y_eq
  obtain ⟨yt, zt⟩ := exchange h.t_sq h.Z_eq
  have hab : (X - Y) * (Y - Z) = (Y - Z) * (X - Y) := by
    simp only [sub_mul, mul_sub, h.comm, xz, yz]
    abel
  have hat : (X - Y) * t = t * (X - Z) + 1 := by
    rw [sub_mul, ← h.tX, yt]; noncomm_ring
  have hbs : (Y - Z) * s = s * (X - Z) + 1 := by
    rw [sub_mul, ys, ← h.sZ]; noncomm_ring
  have hcs : (X - Z) * s = s * (Y - Z) - 1 := by
    rw [sub_mul, xs, ← h.sZ]; noncomm_ring
  have hct : (X - Z) * t = t * (X - Y) - 1 := by
    rw [sub_mul, ← h.tX, zt]; noncomm_ring
  -- both triple products have the same ordered expansion
  have e1 := triple_expansion h.s_sq hab (by abel) hat hbs hcs
  have e2 := triple_expansion h.t_sq hab.symm (by abel) hbs hat hct
  unfold intertwiner
  rw [e1, e2, h.braid, hab, add_comm t s]
  abel
```

The facts `hat`, `hbs`, `hcs` and `hct` are the four rules for a, b and c. The expansion is applied once as it stands and once with the roles exchanged; `h.braid` then identifies the leading terms.

## Reversal of the eigenvalues

```lean
/-- The triple product `F G F` reverses the order of a Jucys-Murphy triple: it exchanges `X`
with `Z` and commutes with `Y`. -/
theorem triple_reverses {s t X Y Z W : R} (h : JMTriple s t X Y Z)
    (hW : W = intertwiner s X Y * intertwiner t Y Z * intertwiner s X Y) :
    W * X = Z * W ∧ W * Y = Y * W ∧ W * Z = X * W := by
  obtain ⟨xz, yz⟩ := third_commutes h
  -- one intertwiner exchanges its own two elements
  have move : ∀ s X Y : R, s * s = 1 → Y = s * X * s + s → X * Y = Y * X →
      intertwiner s X Y * X = Y * intertwiner s X Y ∧
      intertwiner s X Y * Y = X * intertwiner s X Y := by
    intro s X Y hs hY hXY
    obtain ⟨xs, ys⟩ := exchange hs hY
    unfold intertwiner
    constructor
    · calc (s * (X - Y) + 1) * X = s * (X * X) - s * (Y * X) + X := by noncomm_ring
        _ = (s * X + 1) * (X - Y) + Y := by rw [← hXY]; noncomm_ring
        _ = Y * (s * (X - Y) + 1) := by rw [← ys]; noncomm_ring
    · calc (s * (X - Y) + 1) * Y = s * (X * Y) - s * (Y * Y) + Y := by noncomm_ring
        _ = (s * Y - 1) * (X - Y) + X := by rw [hXY]; noncomm_ring
        _ = X * (s * (X - Y) + 1) := by rw [← xs]; noncomm_ring
  -- and commutes with the remaining one
  have pass : ∀ s X Y Z : R, s * Z = Z * s → X * Z = Z * X → Y * Z = Z * Y →
      intertwiner s X Y * Z = Z * intertwiner s X Y := by
    intro s X Y Z hs hX hY
    unfold intertwiner
    calc (s * (X - Y) + 1) * Z = s * (X * Z) - s * (Y * Z) + Z := by noncomm_ring
      _ = (s * Z) * (X - Y) + Z := by rw [hX, hY]; noncomm_ring
      _ = Z * (s * (X - Y) + 1) := by rw [hs]; noncomm_ring
  have chain : ∀ F G p q r u : R, F * p = q * F → G * q = r * G → F * r = u * F →
      F * G * F * p = u * (F * G * F) := by
    intro F G p q r u h1 h2 h3
    calc F * G * F * p = F * G * (F * p) := by rw [mul_assoc]
      _ = F * (G * q) * F := by rw [h1]; noncomm_ring
      _ = (F * r) * G * F := by rw [h2]; noncomm_ring
      _ = u * (F * G * F) := by rw [h3]; noncomm_ring
  obtain ⟨fx, fy⟩ := move s X Y h.s_sq h.Y_eq h.comm
  obtain ⟨gy, gz⟩ := move t Y Z h.t_sq h.Z_eq yz
  have fz := pass s X Y Z h.sZ xz yz
  have gx := pass t Y Z X h.tX h.comm.symm xz.symm
  rw [hW]
  exact ⟨chain _ _ _ _ _ _ fx gy fz, chain _ _ _ _ _ _ fy gx fx,
    chain _ _ _ _ _ _ fz gz fy⟩
```

`move` proves FX = YF and FY = XF, `pass` proves FZ = ZF, and `chain` combines three such steps, for example FGFX = FGYF = FZGF = ZFGF.

```lean
/-- Let `s`, `t`, `X`, `Y`, `Z` be linear operators forming a Jucys-Murphy triple. If `v` satisfies
the eigenvalue equations of `X`, `Y`, `Z` with values `x`, `y`, `z`, then `F G F v` satisfies them
with values `z`, `y`, `x`. -/
theorem eigenvalues_reversed {K V : Type*} [Field K] [AddCommGroup V] [Module K V]
    {s t X Y Z W : Module.End K V} (h : JMTriple s t X Y Z)
    (hW : W = intertwiner s X Y * intertwiner t Y Z * intertwiner s X Y)
    {v : V} {x y z : K} (hx : X v = x • v) (hy : Y v = y • v) (hz : Z v = z • v) :
    X (W v) = z • W v ∧ Y (W v) = y • W v ∧ Z (W v) = x • W v := by
  obtain ⟨wx, wy, wz⟩ := triple_reverses h hW
  have carry : ∀ (A B : Module.End K V) (c : K), W * A = B * W → A v = c • v →
      B (W v) = c • W v := by
    intro A B c hAB hA
    calc B (W v) = (B * W) v := rfl
      _ = (W * A) v := by rw [hAB]
      _ = W (A v) := rfl
      _ = c • W v := by rw [hA, map_smul]
  exact ⟨carry Z X z wz hz, carry Y Y y wy hy, carry X Z x wx hx⟩
```

The operators now act on a vector space over any field. The vector `W v` may be zero; only when it is non-zero is it a joint eigenvector with the outer eigenvalues interchanged.

## Integer matrices with a non-zero triple product

The transpositions are those of three objects in the regular representation. With the ordinary Jucys-Murphy elements 0, (1 2), (1 3) + (2 3), F would vanish, so other matrices are used for X, Y and Z.

```lean
/-- The first transposition in the regular representation of the permutations of three objects. -/
def regS : Matrix (Fin 6) (Fin 6) ℤ :=
  !![0, 1, 0, 0, 0, 0; 1, 0, 0, 0, 0, 0; 0, 0, 0, 1, 0, 0;
     0, 0, 1, 0, 0, 0; 0, 0, 0, 0, 0, 1; 0, 0, 0, 0, 1, 0]

/-- The second transposition in the same representation. -/
def regT : Matrix (Fin 6) (Fin 6) ℤ :=
  !![0, 0, 1, 0, 0, 0; 0, 0, 0, 0, 1, 0; 1, 0, 0, 0, 0, 0;
     0, 0, 0, 0, 0, 1; 0, 1, 0, 0, 0, 0; 0, 0, 0, 1, 0, 0]

/-- An explicit integer matrix for `X`. -/
def regX : Matrix (Fin 6) (Fin 6) ℤ :=
  !![0, -1, 0, 0, 0, -1; 0, 2, 0, -1, 0, 0; 0, 0, 0, -1, -1, 0;
     0, 0, 0, 4, 0, 0; 0, 0, 0, 0, 2, -1; 0, 0, 0, 0, 0, 4]

/-- An explicit integer matrix for `Y`. -/
def regY : Matrix (Fin 6) (Fin 6) ℤ :=
  !![2, 1, -1, 0, 0, 0; 0, 0, 0, 0, -1, 0; 0, 0, 4, 1, 0, 0;
     0, 0, 0, 0, 0, -1; 0, 0, 0, 0, 4, 1; 0, 0, 0, 0, 0, 2]

/-- An explicit integer matrix for `Z`. -/
def regZ : Matrix (Fin 6) (Fin 6) ℤ :=
  !![4, 0, 1, 0, 0, 1; 0, 4, 0, 1, 1, 0; 0, 0, 2, 0, 1, 0;
     0, 0, 0, 2, 0, 1; 0, 0, 0, 0, 0, 0; 0, 0, 0, 0, 0, 0]

/-- The five explicit matrices form a Jucys-Murphy triple, and their triple product `F G F` is
not zero. -/
theorem intertwiner_braid_witness :
    JMTriple regS regT regX regY regZ ∧
      intertwiner regS regX regY * intertwiner regT regY regZ * intertwiner regS regX regY
        ≠ 0 := by
  refine ⟨⟨?_, ?_, ?_, ?_, ?_, ?_, ?_, ?_⟩, ?_⟩ <;> decide +kernel

end IntertwinerBraid
```

All eight relations and the non-vanishing of FGF are decided by evaluating the integer entries.

```lean
#print axioms IntertwinerBraid.intertwiner_braid
#print axioms IntertwinerBraid.eigenvalues_reversed
```

```
'IntertwinerBraid.intertwiner_braid' depends on axioms: [propext]
'IntertwinerBraid.eigenvalues_reversed' depends on axioms: [propext, Quot.sound]
```
